# Finite exponential sums approximate inverse energy denominators uniformly above a positive lower bound

In electronic-structure theory an inverse energy denominator 1/x can be replaced by a sum of decaying exponentials in imaginary time. The lemma states that for any lower bound m > 0 and any tolerance e > 0 there are finitely many positive weights and positive nodes whose sum of terms w exp(−xt) differs from 1/x by less than e, in absolute error, for every real x ≥ m. The proof takes equally spaced nodes with step e/2 and all weights equal to e/2. An earlier lemma bounds the error by the step plus a truncation term, and the number of nodes is chosen to make that term smaller than e/2 at x = m, hence at every larger x too.

An attempt in Lean 4 with a fault in it:

```lean
import Mathlib

open Finset

namespace ExistsLaplaceQuadrature

noncomputable section

/-- The exponential sum with weights `w` and nodes `t`, evaluated at the energy
denominator `x`. -/
def laplaceSum {N : ℕ} (w t : Fin N → ℝ) (x : ℝ) : ℝ :=
  ∑ k, w k * Real.exp (-(x * t k))

/-- The equally spaced nodes `h, 2h, ..., Nh` on the imaginary-time axis. -/
def equalNodes (N : ℕ) (h : ℝ) : Fin N → ℝ :=
  fun k => (((k : ℕ) : ℝ) + 1) * h

/-- With equally spaced nodes and equal weights `h`, the exponential sum multiplied by `exp(xh) - 1`
equals `h (1 - exp(-xNh))`. -/
theorem equal_nodes_closed_form (N : ℕ) (h x : ℝ) :
    (Real.exp (x * h) - 1) * laplaceSum (fun _ => h) (equalNodes N h) x
      = h * (1 - Real.exp (-(x * (N * h)))) := by
  have key : ∀ n : ℕ, (Real.exp (x * h) - 1) *
      ∑ k ∈ range n, h * Real.exp (-(x * (((k : ℝ) + 1) * h)))
        = h * (1 - Real.exp (-(x * (n * h)))) := by
    intro n
    induction n with
    | zero => simp
    | succ n ih =>
      -- one factor exp (x h) moves each term back by one node
      have e : Real.exp (x * h) * Real.exp (-(x * (((n : ℝ) + 1) * h)))
          = Real.exp (-(x * (n * h))) := by
        rw [← Real.exp_add]
        congr 1
        ring
      rw [sum_range_succ, mul_add, ih]
      push_cast
      linear_combination h * e
  exact (congrArg (fun s => (Real.exp (x * h) - 1) * s)
    (Fin.sum_univ_eq_sum_range
      (fun k : ℕ => h * Real.exp (-(x * (((k : ℝ) + 1) * h)))) N)).trans (key N)

/-- For a positive denominator `x` and positive step `h`, the equally spaced quadrature
never exceeds `1/x`, and its error is at most a discretisation term `h` plus a
truncation term `exp(-xNh)/x`. -/
theorem equal_nodes_error (N : ℕ) {h x : ℝ} (hh : 0 < h) (hx : 0 < x) :
    laplaceSum (fun _ => h) (equalNodes N h) x ≤ 1 / x ∧
    1 / x - laplaceSum (fun _ => h) (equalNodes N h) x
      ≤ h + Real.exp (-(x * (N * h))) / x := by
  have hS := equal_nodes_closed_form N h x
  have hS0 : 0 ≤ laplaceSum (fun _ => h) (equalNodes N h) x :=
    sum_nonneg fun k _ => mul_nonneg hh.le (Real.exp_pos _).le
  have hE : 0 < Real.exp (-(x * (N * h))) := Real.exp_pos _
  have hE1 : Real.exp (-(x * (N * h))) ≤ 1 := by
    apply Real.exp_le_one_iff.mpr
    have : 0 ≤ x * (N * h) := by positivity
    linarith
  generalize laplaceSum (fun _ => h) (equalNodes N h) x = S at *
  generalize Real.exp (-(x * (N * h))) = E at *
  have hxh : 0 < x * h := mul_pos hx hh
  have h1 : x * h + 1 ≤ Real.exp (x * h) := Real.add_one_le_exp _
  have h2 : Real.exp (x * h) * (1 - x * h) ≤ 1 := by
    have a := Real.add_one_le_exp (-(x * h))
    have b : Real.exp (x * h) * Real.exp (-(x * h)) = 1 := by
      rw [← Real.exp_add, add_neg_cancel, Real.exp_zero]
    have c := mul_le_mul_of_nonneg_left a (Real.exp_pos (x * h)).le
    linarith
  generalize Real.exp (x * h) = X at *
  have hD : 0 < X - 1 := by linarith
  constructor
  · rw [le_div_iff₀ hx]
    have a := mul_le_mul_of_nonneg_right h1 hS0
    have b := mul_pos hh hE
    have c : h * (S * x) ≤ h * 1 := by linarith
    exact le_of_mul_le_mul_left c hh
  · -- the same estimate multiplied by x
    have up : 1 - E - x * h ≤ x * S := by
      refine le_of_mul_le_mul_left ?_ hD
      have a : (X - 1) * (x * S) = x * (h * (1 - E)) := by
        linear_combination x * hS
      have b : (X - 1) * (1 - x * h) ≤ x * h := by linarith
      have c := mul_le_mul_of_nonneg_right b (sub_nonneg.mpr hE1)
      have d : 0 ≤ (X - 1) * (x * h) * E := by positivity
      rw [a]
      linarith
    have hr : x * (1 / x) = 1 := mul_one_div_cancel hx.ne'
    have a := mul_le_mul_of_nonneg_left up (one_div_pos.mpr hx).le
    have b : 1 / x * (1 - E - x * h) = 1 / x - E / x - h := by
      linear_combination (-h) * hr
    have c : 1 / x * (x * S) = S := by linear_combination S * hr
    rw [b, c] at a
    linarith

/-- Existence of Laplace quadratures: for every `m > 0` and tolerance `e > 0`, finitely
many positive weights and positive nodes reproduce `1/x` within `e` for all `x ≥ m`. -/
theorem exists_laplace_quadrature {m e : ℝ} (hm : 0 < m) (he : 0 < e) :
    ∃ (N : ℕ) (w t : Fin N → ℝ), (∀ k, 0 < w k) ∧ (∀ k, 0 < t k) ∧
      ∀ x, m ≤ x → |1 / x - laplaceSum w t x| < e := by
  have hh : 0 < e / 2 := by positivity
  have hlt : Real.exp (-(m * (e / 2))) < 1 := by
    apply Real.exp_lt_one
    have : 0 < m * (e / 2) := by positivity
    linarith
  -- enough nodes to make the truncation term small at x = m
  obtain ⟨N, hN⟩ := exists_pow_lt_of_lt_one (show 0 < e / 2 * m by positivity) hlt
  have hpow : Real.exp (-(m * (N * (e / 2)))) = Real.exp (-(m * (e / 2))) ^ N := by
    rw [← Real.exp_nat_mul]
    congr 1
    ring
  refine ⟨N, fun _ => e / 2, equalNodes N (e / 2), fun _ => hh, fun k => ?_, ?_⟩
  · unfold equalNodes
    positivity
  · intro x hmx
    have hx : 0 < x := hm.trans_le hmx
    obtain ⟨lo, up⟩ := equal_nodes_error N hh hx
    have tail : Real.exp (-(x * (N * (e / 2)))) / x
        ≤ Real.exp (-(m * (N * (e / 2)))) / m := by
      gcongr
    have small : Real.exp (-(m * (N * (e / 2)))) / m < e / 2 := by
      rw [div_lt_iff₀ hm, hpow]
      exact hN
    rw [abs_of_nonneg (sub_nonneg.mpr lo)]
    linarith

end

end ExistsLaplaceQuadrature
```

Lean reports:

```
Main.lean:101:10: error(lean.unknownIdentifier): Unknown constant `Real.exp_lt_one`
Main.lean:102:4: error: No goals to be solved
```

The failure lies in the auxiliary fact `hlt`, that `Real.exp (-(m * (e / 2)))` is less than 1, which is needed to choose the number of nodes. The first message says that the name `Real.exp_lt_one` does not exist in the Mathlib being used, so `apply` had no lemma to work with.

The second message, "No goals to be solved", is a consequence of the first. After reporting the unknown name, Lean recovered by treating the goal as closed, so the `have` on the next line found nothing left to prove.

The repair uses `Real.exp_lt_one_iff`, which says that an exponential is below 1 exactly when its exponent is negative. Its `.mpr` direction turns the goal into `-(m * (e / 2)) < 0`. The two lines that follow, unchanged, then do their work: `positivity` shows that the product is positive, and `linarith` concludes that its negative is below zero.

The change, after which it compiles:

```diff
@@ -99,5 +99,5 @@
   have hh : 0 < e / 2 := by positivity
   have hlt : Real.exp (-(m * (e / 2))) < 1 := by
-    apply Real.exp_lt_one
+    apply Real.exp_lt_one_iff.mpr
     have : 0 < m * (e / 2) := by positivity
     linarith
```
